# Among spaces of minimal-basis dimension containing the occupied orbitals, the intrinsic atomic orbital space overlaps most with the minimal basis

After a Hartree–Fock or Kohn–Sham calculation in a large basis, a population analysis can replace that basis by a small set of atom-like orbitals that still spans the occupied orbitals exactly. The span of this set has to be chosen before charges are assigned. For a single determinant in a finite basis whose span contains a minimal atomic basis, maximal overlap with the minimal basis selects exactly one space among those that contain the occupied orbitals and have the dimension of the minimal basis, provided that no nonzero combination of occupied orbitals is orthogonal to the whole minimal basis.

## The bound and its unique maximiser

Let V be the occupied space, of dimension n, with orthogonal projector O. Let B2 be the minimal space, of dimension m, with orthogonal projector B. Both lie in one finite-dimensional complex space. Assume that B is injective on V: if v is in V and Bv = 0, then v = 0. This fails, for example, when an occupied orbital is odd under a reflection and every minimal-basis function is even under it.

The competitors are the orthogonal projectors P of rank m with PO = O, which says that their range contains V. The overlap of that range with B2 is measured by tr(PB), the sum of the squared moduli of the inner products between an orthonormal basis of one space and an orthonormal basis of the other. The claim is

tr(PB) ≤ tr(OB) + m − n,

with equality only for the projector on V + W, where W = B2 ∩ V⊥. This is the span of the intrinsic atomic orbitals. Their usual construction sends each b in B2 to OCb + (1 − O)(1 − C)b, where C is the orthogonal projector on B(V), the image of V under B. A vector b in B(V) goes to Ob. Since OBv = 0 with v in V gives ‖Bv‖² = v†Bv = 0, O is injective on B(V), which has dimension n, and these images fill V. A vector b in B2 orthogonal to B(V) is orthogonal to V, so it lies in W and is left unchanged.

To construct the projector on W, put

G = OBO + 1 − O.

If Gx = 0, multiplication by O gives OBOx = 0, and what remains of Gx = 0 is x = Ox. Then ‖BOx‖² = x†OBOx = 0, so Bx = 0 and, by injectivity, x = 0. Thus G is invertible. It is Hermitian, and OG = OBO gives OBOG⁻¹ = O. Define

R = B − BOG⁻¹OB.

Then OR = OB − (OBOG⁻¹)OB = OB − OB = 0, and BR = R because B² = B. Since R is Hermitian, the adjoints give RO = 0 and RB = R. Therefore

R² = RB − (RB)OG⁻¹OB = R − (RO)G⁻¹OB = R.

By cyclicity, tr(BOG⁻¹OB) = tr(OBOG⁻¹) = tr O = n, so tr R = m − n. The range of R lies in W, and Rb = b for every b in W, so R projects on W. Since OR = RO = 0, O + R is the projector on V + W, and its rank is m.

For any competitor P, set D = P − O. The adjoint of PO = O is OP = O, so D² = P − O − O + O = D, and D is a projector. With S = 1 − B,

tr(OB) + m − n − tr(PB) = tr(DS) = tr((SD)†SD) ≥ 0.

This is the bound. If equality holds, SD = 0, so BD = D. Also OD = 0, and hence RD = D − BOG⁻¹OD = D. So R − D is a projector with trace (m − n) − (m − n) = 0. It vanishes, and P = O + R. Conversely, tr((O + R)B) = tr(OB) + tr R = tr(OB) + m − n.

## Projectors and competing spaces as matrices

The index type `ι` labels a finite orthonormal basis, and vectors are functions `ι → ℂ`.

In Lean 4 with Mathlib:

```lean
import Mathlib

open Matrix
open scoped ComplexOrder

namespace IntrinsicAtomicOrbitalsVariational

noncomputable section

variable {ι : Type*} [Fintype ι] [DecidableEq ι]
```

Orthogonal projectors are Hermitian idempotent matrices.

```lean
/-- An orthogonal projector: a Hermitian idempotent matrix. -/
def IsProjector (P : Matrix ι ι ℂ) : Prop := Pᴴ = P ∧ P * P = P
```

Injectivity is stated on vectors: `O *ᵥ x = x` says that x is occupied. It is a hypothesis about the chosen minimal basis, not a consequence of the model.

```lean
/-- The projector `B` on the minimal space annihilates no nonzero occupied orbital. -/
def InjectiveOn (B O : Matrix ι ι ℂ) : Prop :=
  ∀ x : ι → ℂ, O *ᵥ x = x → B *ᵥ x = 0 → x = 0
```

`Admissible` collects the three conditions on a competitor.

```lean
/-- A competing orbital space: its projector `P` is orthogonal, its range contains the occupied
space, and its dimension is that of the minimal space. -/
structure Admissible (O B P : Matrix ι ι ℂ) : Prop where
  proj : IsProjector P
  occ : P * O = O
  rank_eq : P.rank = B.rank
```

The next definitions are G, R and O + R. The last two are the projectors on W and on V + W when B is injective on V; the definitions themselves do not assume this.

```lean
/-- The overlap of the occupied space with the minimal space, completed by the identity on the
orthogonal complement of the occupied space. -/
def gram (O B : Matrix ι ι ℂ) : Matrix ι ι ℂ := O * B * O + (1 - O)

/-- The minimal-space projector with the image of the occupied space removed. -/
def virtualProjector (O B : Matrix ι ι ℂ) : Matrix ι ι ℂ :=
  B - B * O * (gram O B)⁻¹ * O * B

/-- The intrinsic atomic orbital projector: occupied part plus valence-virtual part. -/
def iaoProjector (O B : Matrix ι ι ℂ) : Matrix ι ι ℂ := O + virtualProjector O B
```

## Traces, ranks and overlaps

The first lemma turns dimensions into traces, using Mathlib's trace formula for a projection.

```lean
/-- The trace of an orthogonal projector is the dimension of its range. -/
theorem trace_eq_rank {P : Matrix ι ι ℂ} (hP : IsProjector P) : P.trace = (P.rank : ℂ) := by
  have h : LinearMap.IsProj (LinearMap.range (Matrix.toLin' P)) (Matrix.toLin' P) :=
    ⟨fun x => LinearMap.mem_range_self _ x, by
      rintro _ ⟨x, rfl⟩
      simp only [Matrix.toLin'_apply, Matrix.mulVec_mulVec, hP.2]⟩
  have t := h.trace
  rw [LinearMap.trace_eq_matrix_trace ℂ (Pi.basisFun ℂ ι), LinearMap.toMatrix_eq_toMatrix',
    LinearMap.toMatrix'_toLin'] at t
  rw [t, Matrix.rank, ← Matrix.toLin'_apply']
```

The second is the computation that made D a projector.

```lean
omit [DecidableEq ι] in
/-- If the range of `P` contains that of `Q`, then `P - Q` is again an orthogonal projector. -/
theorem IsProjector.sub {P Q : Matrix ι ι ℂ} (hP : IsProjector P) (hQ : IsProjector Q)
    (h : P * Q = Q) : IsProjector (P - Q) := by
  have h' : Q * P = Q := by
    have := congrArg Matrix.conjTranspose h
    rwa [conjTranspose_mul, hP.1, hQ.1] at this
  refine ⟨by rw [conjTranspose_sub, hP.1, hQ.1], ?_⟩
  rw [sub_mul, mul_sub, mul_sub, hP.2, hQ.2, h, h', sub_self, sub_zero]
```

The third writes tr(QS) as the sum of the squared moduli of the entries of SQ. A zero sum forces every entry to vanish.

```lean
omit [DecidableEq ι] in
/-- The overlap trace of two orthogonal projectors is nonnegative, and it vanishes only if
their product does. -/
theorem overlap_nonneg {Q S : Matrix ι ι ℂ} (hQ : IsProjector Q) (hS : IsProjector S) :
    0 ≤ (Q * S).trace.re ∧ ((Q * S).trace.re = 0 → S * Q = 0) := by
  have h : (Q * S).trace = ((S * Q)ᴴ * (S * Q)).trace := by
    rw [conjTranspose_mul, hQ.1, hS.1]
    calc (Q * S).trace = (Q * Q * S).trace := by rw [hQ.2]
      _ = (Q * (Q * S)).trace := by rw [mul_assoc]
      _ = (Q * S * Q).trace := Matrix.trace_mul_comm _ _
      _ = (Q * (S * S) * Q).trace := by rw [hS.2]
      _ = (Q * S * (S * Q)).trace := by simp only [mul_assoc]
  -- the trace is a sum of squared moduli
  have hs : (Q * S).trace.re = ∑ i, ∑ j, Complex.normSq ((S * Q) j i) := by
    rw [h]
    generalize S * Q = M
    simp [Matrix.trace, Matrix.mul_apply, Complex.normSq_apply]
  have hn : ∀ i, 0 ≤ ∑ j, Complex.normSq ((S * Q) j i) :=
    fun i => Finset.sum_nonneg fun j _ => Complex.normSq_nonneg _
  rw [hs]
  refine ⟨Finset.sum_nonneg fun i _ => hn i, fun h0 => ?_⟩
  ext j i
  have h1 := (Finset.sum_eq_zero_iff_of_nonneg fun i _ => hn i).mp h0 i (Finset.mem_univ i)
  have h2 := (Finset.sum_eq_zero_iff_of_nonneg
    fun j _ => Complex.normSq_nonneg ((S * Q) j i)).mp h1 j (Finset.mem_univ j)
  exact Complex.normSq_eq_zero.mp h2
```

## The valence-virtual projector

`gram_inverse` follows the null-vector argument: a zero determinant would supply a nonzero x with Gx = 0, which injectivity excludes.

```lean
/-- If `B` annihilates no nonzero occupied orbital, the matrix `(gram O B)⁻¹` is Hermitian, and
multiplying `O * B * O` by it on the right gives `O`. -/
theorem gram_inverse {O B : Matrix ι ι ℂ} (hO : IsProjector O) (hB : IsProjector B)
    (hinj : InjectiveOn B O) :
    ((gram O B)⁻¹)ᴴ = (gram O B)⁻¹ ∧ O * B * O * (gram O B)⁻¹ = O := by
  have hOG : O * gram O B = O * B * O := by
    rw [gram, mul_add, mul_sub, mul_one, hO.2, sub_self, add_zero, ← mul_assoc, ← mul_assoc,
      hO.2]
  have hGH : (gram O B)ᴴ = gram O B := by
    simp [gram, conjTranspose_mul, hO.1, hB.1, mul_assoc]
  have hdet : (gram O B).det ≠ 0 := by
    intro h
    obtain ⟨x, hx0, hx⟩ := Matrix.exists_mulVec_eq_zero_iff.mpr h
    have h1 : (O * B * O) *ᵥ x = 0 := by
      rw [← hOG, ← Matrix.mulVec_mulVec, hx, Matrix.mulVec_zero]
    -- a null vector is occupied, and its projection on the minimal space vanishes
    have h2 : O *ᵥ x = x := by
      have e : gram O B *ᵥ x = (O * B * O) *ᵥ x + (x - O *ᵥ x) := by
        rw [gram, Matrix.add_mulVec, Matrix.sub_mulVec, Matrix.one_mulVec]
      rw [hx, h1, zero_add] at e
      exact (sub_eq_zero.mp e.symm).symm
    have h3 : ((B * O)ᴴ * (B * O)) *ᵥ x = 0 := by
      rw [conjTranspose_mul, hO.1, hB.1, ← mul_assoc, mul_assoc O B B, hB.2]
      exact h1
    have h4 := (Matrix.conjTranspose_mul_self_mulVec_eq_zero (B * O) x).mp h3
    rw [← Matrix.mulVec_mulVec, h2] at h4
    exact hx0 (hinj x h2 h4)
  refine ⟨by rw [Matrix.conjTranspose_nonsing_inv, hGH], ?_⟩
  rw [← hOG, mul_assoc, Matrix.mul_nonsing_inv _ (isUnit_iff_ne_zero.mpr hdet), mul_one]
```

The properties of R come next. The proof keeps only two facts about G⁻¹, its Hermiticity and OBOG⁻¹ = O; the `calc` blocks are the calculations of R² and of the trace.

```lean
/-- If `B` annihilates no nonzero occupied orbital, the valence-virtual projector is orthogonal, its
range lies in the minimal space and is orthogonal to the occupied space, and its trace is that of
`B` minus that of `O`. -/
theorem virtualProjector_spec {O B : Matrix ι ι ℂ} (hO : IsProjector O) (hB : IsProjector B)
    (hinj : InjectiveOn B O) :
    IsProjector (virtualProjector O B) ∧ virtualProjector O B * O = 0 ∧
      O * virtualProjector O B = 0 ∧ B * virtualProjector O B = virtualProjector O B ∧
      virtualProjector O B * B = virtualProjector O B ∧
      (virtualProjector O B).trace = B.trace - O.trace := by
  obtain ⟨hg, hOg⟩ := gram_inverse hO hB hinj
  have hdef : virtualProjector O B = B - B * O * (gram O B)⁻¹ * O * B := rfl
  generalize (gram O B)⁻¹ = g at hg hOg hdef
  generalize virtualProjector O B = R at hdef ⊢
  have hH : Rᴴ = R := by
    rw [hdef]
    simp only [conjTranspose_sub, conjTranspose_mul, hO.1, hB.1, hg, mul_assoc]
  have hOR : O * R = 0 := by
    have e : O * (B * O * g * O * B) = O * B * O * g * O * B := by simp only [mul_assoc]
    rw [hdef, mul_sub, e, hOg, hO.2, sub_self]
  have hBR : B * R = R := by
    have e : B * (B * O * g * O * B) = B * B * O * g * O * B := by simp only [mul_assoc]
    rw [hdef, mul_sub, e, hB.2]
  have hRO : R * O = 0 := by
    have := congrArg Matrix.conjTranspose hOR
    rwa [conjTranspose_mul, hH, hO.1, conjTranspose_zero] at this
  have hRB : R * B = R := by
    have := congrArg Matrix.conjTranspose hBR
    rwa [conjTranspose_mul, hH, hB.1] at this
  refine ⟨⟨hH, ?_⟩, hRO, hOR, hBR, hRB, ?_⟩
  · calc R * R = R * (B - B * O * g * O * B) := congrArg (R * ·) hdef
      _ = R * B - R * B * O * (g * O * B) := by simp only [mul_sub, mul_assoc]
      _ = R := by rw [hRB, hRO, zero_mul, sub_zero]
  · -- the removed part has the trace of the occupied projector
    have e : (B * O * g * O * B).trace = O.trace := by
      calc (B * O * g * O * B).trace = (B * (B * O * g * O)).trace := Matrix.trace_mul_comm _ _
        _ = (B * B * O * g * O).trace := by simp only [mul_assoc]
        _ = (B * O * g * O).trace := by rw [hB.2]
        _ = (O * (B * O * g)).trace := Matrix.trace_mul_comm _ _
        _ = (O * B * O * g).trace := by simp only [mul_assoc]
        _ = O.trace := by rw [hOg]
    rw [hdef, Matrix.trace_sub, e]
```

The range is then identified: a vector is fixed by O + R exactly when it is v + b with v occupied and b in B2 ∩ V⊥.

```lean
/-- If `B` annihilates no nonzero occupied orbital, the vectors fixed by the intrinsic atomic
orbital projector are exactly the sums of a vector in the occupied space and a vector in the minimal
space orthogonal to the occupied space. -/
theorem iaoProjector_range {O B : Matrix ι ι ℂ} (hO : IsProjector O) (hB : IsProjector B)
    (hinj : InjectiveOn B O) (x : ι → ℂ) :
    iaoProjector O B *ᵥ x = x ↔
      ∃ v b : ι → ℂ, O *ᵥ v = v ∧ B *ᵥ b = b ∧ O *ᵥ b = 0 ∧ x = v + b := by
  obtain ⟨-, hRO, hOR, hBR, -, -⟩ := virtualProjector_spec hO hB hinj
  constructor
  · intro h
    refine ⟨O *ᵥ x, virtualProjector O B *ᵥ x, ?_, ?_, ?_, ?_⟩
    · rw [Matrix.mulVec_mulVec, hO.2]
    · rw [Matrix.mulVec_mulVec, hBR]
    · rw [Matrix.mulVec_mulVec, hOR, Matrix.zero_mulVec]
    · rw [← Matrix.add_mulVec]
      exact h.symm
  · rintro ⟨v, b, hv, hb, hOb, rfl⟩
    have h1 : virtualProjector O B *ᵥ v = 0 := by
      rw [← hv, Matrix.mulVec_mulVec, hRO, Matrix.zero_mulVec]
    have h2 : virtualProjector O B *ᵥ b = b := by
      rw [virtualProjector, Matrix.sub_mulVec, ← Matrix.mulVec_mulVec, hb,
        ← Matrix.mulVec_mulVec, hOb, Matrix.mulVec_zero, sub_zero]
    rw [iaoProjector, Matrix.add_mulVec, Matrix.mulVec_add, Matrix.mulVec_add, hv, hOb, h1, h2,
      add_zero, zero_add]
```

## The variational theorem

The gap identity expands (P − O)(1 − B) and replaces traces by ranks.

```lean
/-- The gap in the variational bound is the overlap of the added orbitals with the orthogonal
complement of the minimal space. -/
theorem overlap_gap {O B P : Matrix ι ι ℂ} (hO : IsProjector O) (hP : Admissible O B P) :
    (O * B).trace.re + B.rank - O.rank - (P * B).trace.re = ((P - O) * (1 - B)).trace.re := by
  have e : (P - O) * (1 - B) = P - O - (P * B - O * B) := by noncomm_ring
  rw [e, Matrix.trace_sub, Matrix.trace_sub, Matrix.trace_sub, trace_eq_rank hP.proj,
    trace_eq_rank hO, hP.rank_eq]
  simp only [Complex.sub_re, Complex.natCast_re]
  ring
```

The main theorem says that O + R is itself admissible, that every admissible P obeys the bound, and that equality is equivalent to `P = iaoProjector O B`. The real part `.re` appears because matrix traces are complex in type; for two Hermitian projectors the trace is real anyway. `hgap` and `hpos` give the inequality, while `hBD`, `hRD` and `hz` are the steps BD = D, RD = D and R − D = 0.

```lean
/-- Variational characterisation of the intrinsic atomic orbital space, when `B` annihilates no
nonzero occupied orbital: among spaces that contain the occupied space and have the dimension of the
minimal space, the overlap with the minimal space is bounded by `tr(O B) + rank B - rank O`, and
only the intrinsic atomic orbital projector, itself admissible, attains the bound. -/
theorem iao_variational {O B : Matrix ι ι ℂ} (hO : IsProjector O) (hB : IsProjector B)
    (hinj : InjectiveOn B O) :
    Admissible O B (iaoProjector O B) ∧ ∀ P, Admissible O B P →
      (P * B).trace.re ≤ (O * B).trace.re + B.rank - O.rank ∧
      ((P * B).trace.re = (O * B).trace.re + B.rank - O.rank ↔ P = iaoProjector O B) := by
  obtain ⟨hR, hRO, hOR, -, hRB, htr⟩ := virtualProjector_spec hO hB hinj
  have hA : IsProjector (iaoProjector O B) := by
    refine ⟨by rw [iaoProjector, conjTranspose_add, hO.1, hR.1], ?_⟩
    rw [iaoProjector, add_mul, mul_add, mul_add, hO.2, hR.2, hOR, hRO, add_zero, zero_add]
  have hAt : (iaoProjector O B).trace = B.trace := by
    rw [iaoProjector, Matrix.trace_add, htr]
    ring
  refine ⟨⟨hA, by rw [iaoProjector, add_mul, hO.2, hRO, add_zero], ?_⟩, fun P hP => ?_⟩
  · rw [trace_eq_rank hA, trace_eq_rank hB] at hAt
    exact_mod_cast hAt
  have hD : IsProjector (P - O) := hP.proj.sub hO hP.occ
  have hS : IsProjector (1 - B) :=
    IsProjector.sub ⟨conjTranspose_one, one_mul 1⟩ hB (one_mul B)
  have hgap := overlap_gap hO hP
  obtain ⟨hpos, hzero⟩ := overlap_nonneg hD hS
  refine ⟨by linarith, fun heq => ?_, fun heq => ?_⟩
  · -- zero gap: the added orbitals lie in the minimal space
    have h0 := hzero (by linarith)
    have hBD : B * (P - O) = P - O := by
      rw [sub_mul, one_mul] at h0
      exact (sub_eq_zero.mp h0).symm
    have hOP : O * P = O := by
      have := congrArg Matrix.conjTranspose hP.occ
      rwa [conjTranspose_mul, hP.proj.1, hO.1] at this
    have hOD : O * (P - O) = 0 := by rw [mul_sub, hOP, hO.2, sub_self]
    have hRD : virtualProjector O B * (P - O) = P - O := by
      rw [virtualProjector, sub_mul, mul_assoc _ B, hBD, mul_assoc _ O, hOD, mul_zero, sub_zero]
    -- the remaining difference is a projector of trace zero
    have hE := hR.sub hD hRD
    have ht : (virtualProjector O B - (P - O)).trace = 0 := by
      rw [Matrix.trace_sub, Matrix.trace_sub, htr, trace_eq_rank hP.proj, trace_eq_rank hB,
        hP.rank_eq]
      ring
    have hz := (overlap_nonneg hE hE).2 (by rw [hE.2, ht, Complex.zero_re])
    rw [hE.2] at hz
    rw [iaoProjector, sub_eq_zero.mp hz]
    abel
  · rw [heq, iaoProjector, add_mul, hRB, Matrix.trace_add, htr, trace_eq_rank hB,
      trace_eq_rank hO]
    simp only [Complex.add_re, Complex.sub_re, Complex.natCast_re]
    ring
```

The theorem determines a space, not the individual atomic orbitals within it or their charges. It also requires a common space containing both V and B2; if the minimal functions extend beyond the computational basis, a later projection back into that basis is not treated.

## Three orbitals with a partly external occupied space

Let V be spanned by (1, 0, 1)/√2 and B2 by the first two basis vectors.

```lean
/-- Projector on the equal-weight combination of the first and third of three orbitals. -/
def occExample : Matrix (Fin 3) (Fin 3) ℂ := !![1/2, 0, 1/2; 0, 0, 0; 1/2, 0, 1/2]

/-- Projector on the first two of three orbitals. -/
def minExample : Matrix (Fin 3) (Fin 3) ℂ := !![1, 0, 0; 0, 1, 0; 0, 0, 0]
```

Here n = 1, m = 2 and tr(OB) = 1/2, so the bound is 3/2; W is spanned by the second basis vector. The theorem below confirms the hypotheses and shows that V is not contained in B2, so the minimal space itself is not a competitor.

```lean
/-- The three-orbital example meets the hypotheses, with an occupied space that is not contained
in the minimal space. -/
theorem iao_variational_witness :
    IsProjector occExample ∧ IsProjector minExample ∧ InjectiveOn minExample occExample ∧
      minExample * occExample ≠ occExample := by
  refine ⟨⟨?_, ?_⟩, ⟨?_, ?_⟩, ?_, ?_⟩
  · ext i j
    fin_cases i <;> fin_cases j <;> simp [occExample]
  · ext i j
    fin_cases i <;> fin_cases j <;>
      norm_num [occExample, Matrix.mul_apply, Fin.sum_univ_succ]
  · ext i j
    fin_cases i <;> fin_cases j <;> simp [minExample]
  · ext i j
    fin_cases i <;> fin_cases j <;> simp [minExample, Matrix.mul_apply, Fin.sum_univ_succ]
  · intro x h1 h2
    have a : x 0 = 0 := by
      simpa [minExample, Matrix.mulVec, dotProduct, Fin.sum_univ_succ] using congrFun h2 0
    have b : x 1 = 0 := by
      simpa [minExample, Matrix.mulVec, dotProduct, Fin.sum_univ_succ] using congrFun h2 1
    have c : x 2 = 0 := by
      simpa [occExample, Matrix.mulVec, dotProduct, Fin.sum_univ_succ, a] using congrFun h1 0
    ext i
    fin_cases i
    · exact a
    · exact b
    · exact c
  · intro h
    have e1 : (minExample * occExample) 2 2 = 0 := by
      simp [minExample, Matrix.mul_apply, Fin.sum_univ_succ]
    have e2 : occExample 2 2 = 1 / 2 := rfl
    rw [h, e2] at e1
    norm_num at e1

end

end IntrinsicAtomicOrbitalsVariational
```

```lean
#print axioms IntrinsicAtomicOrbitalsVariational.iaoProjector_range
#print axioms IntrinsicAtomicOrbitalsVariational.iao_variational
```

```
'IntrinsicAtomicOrbitalsVariational.iaoProjector_range' depends on axioms: [propext, Classical.choice, Quot.sound]
'IntrinsicAtomicOrbitalsVariational.iao_variational' depends on axioms: [propext, Classical.choice, Quot.sound]
```
